# Poles of the Fermi function at the Matsubara points and their residue

In Green's-function calculations at finite electronic temperature, the energy integral of $f(\varepsilon)\,G(\varepsilon)$, with $G$ the retarded Green's function and $f(\varepsilon)=1/(1+e^{\beta(\varepsilon-\mu)})$ the Fermi function at chemical potential $\mu$ and inverse temperature $\beta=1/(k_BT)$, is often moved from the real axis to a contour in the upper half plane, where $G$ is smoother. Each pole of $f$ left between the axis and the contour contributes $2\pi i$ times the residue of $fG$, which is the value of $G$ at the pole times the residue of $f$, so the step needs the positions of the poles and the residue of $f$ at each. For the Fermi-Dirac function of a single complex energy with real $\beta\neq 0$ and real $\mu$, the poles lie at $\mu+i\omega_n$ with $\omega_n=(2n+1)\pi/\beta$, and the residue is $-1/\beta$. The Matsubara summation formula also includes a second function, a sum over all $n$ and a bound on a large contour, and none of these enters the theorems below.

## The claim

Let $z_n=i\pi(2n+1)$ for integer $n$. For complex $z$,
$$1+e^{z}=0 \iff z=z_n \text{ for some } n\in\mathbb{Z},\qquad \lim_{z\to z_n,\ z\neq z_n}\frac{z-z_n}{1+e^{z}}=-1 .$$

## Derivation by hand

Write $D(z)=1+e^{z}$.

*Zeros.* Since $z_n=2\pi i n+i\pi$, we have $e^{z_n}=e^{2\pi i n}e^{i\pi}=-1$, so $D(z_n)=0$. Conversely, $D(z)=0$ means $e^{z}=-1=e^{i\pi}$. Two complex numbers have the same exponential exactly when they differ by an integer multiple of $2\pi i$, so $z=i\pi+2\pi i n=z_n$.

*Spacing.* We have $z_m-z_n=2\pi i(m-n)$, hence $|z_m-z_n|=2\pi|m-n|$, which is at least $2\pi$ for $m\neq n$. Therefore $D(z)\neq 0$ whenever $0<|z-z_n|<2\pi$.

*The limit.* The derivative is $D'(z_n)=e^{z_n}=-1$. Because $D(z_n)=0$, the difference quotient is $D(z)/(z-z_n)$, and
$$\frac{D(z)}{z-z_n}=\frac{D(z)-D(z_n)}{z-z_n}\to -1 .$$
The limit is nonzero, so the reciprocal $(z-z_n)/D(z)$ tends to $1/(-1)=-1$.

*Divergence, and other points.* By continuity $|D(z)|\to|D(z_n)|=0$, and $|D(z)|>0$ in the punctured disc, so $|1/D(z)|\to\infty$. At a point $w$ that is no $z_n$, $D(w)\neq 0$ and $(z-w)/D(z)\to 0/D(w)=0$.

*Contour integral.* Set $g(z)=D(z)/(z-z_n)$ for $z\neq z_n$ and $g(z_n)=D'(z_n)=-1$. The singularity at $z_n$ is removable, so $g$ is holomorphic. For $0<R<2\pi$ it has no zero on the closed disc $|z-z_n|\le R$, by the spacing and by $g(z_n)=-1$. Hence $1/g$ is holomorphic there, and on the circle $1/D(z)=(z-z_n)^{-1}\,g(z)^{-1}$. Cauchy's integral formula gives
$$\oint_{|z-z_n|=R}\frac{dz}{1+e^{z}}=2\pi i\,\frac{1}{g(z_n)}=-2\pi i .$$

*Physical variables.* Put $z=\beta(\varepsilon-\mu)$ and $\varepsilon_n=\mu+i\omega_n$. Since $i\beta\omega_n=z_n$,
$$z-z_n=\beta(\varepsilon-\mu)-i\beta\omega_n=\beta(\varepsilon-\varepsilon_n).$$
For $\beta\neq 0$ this vanishes only at $\varepsilon=\varepsilon_n$, which locates the zeros of the denominator, and
$$(\varepsilon-\varepsilon_n)f(\varepsilon)=\frac1\beta\,\frac{z-z_n}{1+e^{z}}\to-\frac1\beta .$$

## The formal development

In what follows `I` is the imaginary unit, `exp` the complex exponential and `π` the real number $\pi$.

```lean
import Mathlib

open Complex (I exp)
open Filter Topology
open scoped Real

namespace FermiMatsubaraPoles

noncomputable section
```

The point $z_n$ is indexed by `n : ℤ`, so both half planes are covered: $n\ge 0$ gives the points above the real axis and $n\le -1$ those below.

```lean
/-- The dimensionless fermionic Matsubara point `z_n = i π (2n+1)`. -/
def matsubara (n : ℤ) : ℂ := I * (π : ℂ) * (2 * (n : ℂ) + 1)
```

The function `fermi` is $1/D(z)$ for the dimensionless variable $z$. Lean assigns $x/0=0$, so both `fermi` and the quotient $(z-z_n)/D(z)$ take the value $0$ at $z_n$ itself; the limit $-1$ would be false if $z=z_n$ were admitted, and the limits are therefore taken through other values.

```lean
/-- The Fermi function `1 / (1 + exp z)` of a complex dimensionless energy. -/
def fermi (z : ℂ) : ℂ := 1 / (1 + exp z)
```

The next three definitions carry the units. The inverse temperature `β` and the chemical potential `μ` are real, the energy `ε` is complex, and $\omega_n$ is measured as an energy, which amounts to $\hbar=1$. The definition `thermalPole β μ n` is $\varepsilon_n$, and `occupation β μ ε` is $f(\varepsilon)$ for one level, without a spin factor.

```lean
/-- The fermionic Matsubara frequency `ω_n = (2n+1) π / β`. -/
def matsubaraFreq (β : ℝ) (n : ℤ) : ℝ := (2 * (n : ℝ) + 1) * π / β

/-- The complex energy `μ + i ω_n`. -/
def thermalPole (β μ : ℝ) (n : ℤ) : ℂ := (μ : ℂ) + I * (matsubaraFreq β n : ℂ)

/-- The Fermi-Dirac occupation at inverse temperature `β` and chemical potential `μ`,
as a function of a complex energy `ε`. -/
def occupation (β μ : ℝ) (ε : ℂ) : ℂ := fermi ((β : ℂ) * (ε - (μ : ℂ)))
```

### The zeros

The first lemma splits $z_n$ as $2\pi i n+i\pi$ and applies $e^{a+b}=e^ae^b$, $e^{2\pi i n}=1$ and $e^{i\pi}=-1$, as in the first line by hand.

```lean
/-- The exponential equals `-1` at every Matsubara point. -/
theorem exp_matsubara (n : ℤ) : exp (matsubara n) = -1 := by
  have h : matsubara n = (n : ℂ) * (2 * (π : ℂ) * I) + (π : ℂ) * I := by
    unfold matsubara
    ring
  rw [h, Complex.exp_add, Complex.exp_int_mul_two_pi_mul_I, Complex.exp_pi_mul_I, one_mul]
```

The theorem `one_add_exp_eq_zero_iff` is the first half of the claim: for every complex `z`, $1+e^z=0$ if and only if `z = matsubara n` for some integer `n`. In the forward direction `h1` rewrites the hypothesis as $e^z=e^{i\pi}$, and `Complex.exp_eq_exp_iff_exists_int` supplies the integer. The backward direction is `exp_matsubara`.

```lean
/-- The denominator `1 + exp z` vanishes exactly at the Matsubara points. -/
theorem one_add_exp_eq_zero_iff (z : ℂ) : 1 + exp z = 0 ↔ ∃ n : ℤ, z = matsubara n := by
  constructor
  · intro h
    -- `exp z = exp (i π)`, and `exp` is injective up to multiples of `2 π i`
    have h1 : exp z = exp ((π : ℂ) * I) := by
      rw [Complex.exp_pi_mul_I]
      linear_combination h
    obtain ⟨n, hn⟩ := Complex.exp_eq_exp_iff_exists_int.mp h1
    refine ⟨n, ?_⟩
    rw [hn]
    unfold matsubara
    ring
  · rintro ⟨n, rfl⟩
    rw [exp_matsubara]
    ring
```

The spacing follows by writing $z_m-z_n$ as the real number $2\pi(m-n)$ times $i$ and taking the modulus, written `‖matsubara m - matsubara n‖`.

```lean
/-- The distance between the Matsubara points `z_m` and `z_n` is `2 π |m - n|`. -/
theorem norm_matsubara_sub (m n : ℤ) :
    ‖matsubara m - matsubara n‖ = 2 * π * |(m : ℝ) - (n : ℝ)| := by
  have h : matsubara m - matsubara n = ((2 * π * ((m : ℝ) - (n : ℝ)) : ℝ) : ℂ) * I := by
    unfold matsubara
    push_cast
    ring
  rw [h, norm_mul, Complex.norm_I, mul_one, Complex.norm_real, Real.norm_eq_abs, abs_mul,
    abs_of_pos Real.two_pi_pos]
```

The zero-free punctured disc is proved by contradiction. A zero would be some $z_m$; the hypothesis `hz` forces $m\neq n$, so $|m-n|\ge 1$, and `nlinarith` finds that $2\pi|m-n|<2\pi$ is then impossible. The radius cannot be enlarged, because $z_{n+1}$ lies at distance exactly $2\pi$.

```lean
/-- The denominator `1 + exp z` has no zero in the punctured open disc of radius `2 π`
about a Matsubara point. -/
theorem one_add_exp_ne_zero_near (n : ℤ) {z : ℂ} (hz : z ≠ matsubara n)
    (hlt : ‖z - matsubara n‖ < 2 * π) : 1 + exp z ≠ 0 := by
  intro h
  obtain ⟨m, rfl⟩ := (one_add_exp_eq_zero_iff z).mp h
  rw [norm_matsubara_sub] at hlt
  have hmn : m ≠ n := fun e => hz (by rw [e])
  have h1 : (1 : ℝ) ≤ |(m : ℝ) - (n : ℝ)| := by
    have h2 := Int.one_le_abs (sub_ne_zero.mpr hmn)
    exact_mod_cast h2
  nlinarith [Real.pi_pos]
```

### The residue

The derivative of the exponential, with the constant $1$ added and $e^{z_n}$ replaced by $-1$, gives $D'(z_n)=-1$.

```lean
/-- The denominator `1 + exp z` has derivative `-1` at every Matsubara point. -/
theorem hasDerivAt_one_add_exp (n : ℤ) :
    HasDerivAt (fun z : ℂ => 1 + exp z) (-1) (matsubara n) := by
  have h := (Complex.hasDerivAt_exp (matsubara n)).const_add 1
  rw [exp_matsubara] at h
  exact h
```

The filter `𝓝[≠] (matsubara n)` describes points arbitrarily close to $z_n$ in the complex plane, from every direction, with $z_n$ removed. The theorem `residue_at_matsubara` has two parts. The first says that $D(z)\neq 0$ for all $z\ne z_n$ close enough to $z_n$, so the quotient in the second part is a true quotient there; its proof intersects the punctured neighbourhood with the ball of radius $2\pi$. The second is the limit in the claim. The lemma `hasDerivAt_iff_tendsto_slope` turns the derivative into the limit of the difference quotient, `inv₀` takes reciprocals using $-1\neq 0$, and the closing `simp` identifies the reciprocal of the slope with $(z-z_n)/D(z)$ by means of $D(z_n)=0$. The word residue in the name refers to this limit.

```lean
/-- Near `z_n`, for `z ≠ z_n`, the denominator `1 + exp z` is nonzero, and
`(z - z_n) / (1 + exp z)` tends to `-1` as `z` tends to `z_n` through other values. -/
theorem residue_at_matsubara (n : ℤ) :
    (∀ᶠ z in 𝓝[≠] (matsubara n), 1 + exp z ≠ 0) ∧
      Tendsto (fun z : ℂ => (z - matsubara n) / (1 + exp z))
        (𝓝[≠] (matsubara n)) (𝓝 (-1)) := by
  constructor
  · filter_upwards [self_mem_nhdsWithin,
      mem_nhdsWithin_of_mem_nhds (Metric.ball_mem_nhds (matsubara n) Real.two_pi_pos)]
      with z h1 h2
    exact one_add_exp_ne_zero_near n h1 (by simpa [dist_eq_norm] using h2)
  · -- the expression is the reciprocal of the difference quotient of the denominator
    have h := (hasDerivAt_iff_tendsto_slope.mp (hasDerivAt_one_add_exp n)).inv₀ (by norm_num)
    have e : ((-1 : ℂ))⁻¹ = -1 := by norm_num
    rw [e] at h
    refine h.congr fun z => ?_
    simp [slope_def_field, exp_matsubara]
```

The divergence of $|1/D|$ is stated with `atTop`, the limit $+\infty$ on the real line. The step `h0` shows that $|D(z)|$ tends to $0$ through positive values, written `𝓝[>] 0`, by continuity together with the first part of the previous theorem. Composition with `tendsto_inv_nhdsGT_zero`, the statement $1/x\to+\infty$ as $x\to 0^+$, finishes the proof.

```lean
/-- The modulus of the Fermi function tends to infinity as `z` tends to a Matsubara point
through other values. -/
theorem norm_fermi_tendsto_atTop (n : ℤ) :
    Tendsto (fun z : ℂ => ‖fermi z‖) (𝓝[≠] (matsubara n)) atTop := by
  -- the modulus of the denominator tends to zero from above
  have h0 : Tendsto (fun z : ℂ => ‖1 + exp z‖) (𝓝[≠] (matsubara n)) (𝓝[>] 0) := by
    apply tendsto_nhdsWithin_iff.mpr
    constructor
    · have hc : Continuous (fun z : ℂ => ‖1 + exp z‖) := by fun_prop
      have h1 : Tendsto (fun z : ℂ => ‖1 + exp z‖) (𝓝 (matsubara n))
          (𝓝 ‖1 + exp (matsubara n)‖) := hc.tendsto (matsubara n)
      rw [exp_matsubara, add_neg_cancel, norm_zero] at h1
      exact h1.mono_left nhdsWithin_le_nhds
    · filter_upwards [(residue_at_matsubara n).1] with z hz
      exact norm_pos_iff.mpr hz
  refine (tendsto_inv_nhdsGT_zero.comp h0).congr fun z => ?_
  simp [fermi]
```

At any `w` different from every $z_n$ the same expression tends to $0$. The numerator tends to $w-w$, the denominator to $D(w)$, which is nonzero by `hne`, and the quotient rule for limits applies. Together with `residue_at_matsubara` this determines the limit at every point of the plane.

```lean
/-- At a point `w` that is not a Matsubara point, `(z - w) / (1 + exp z)` tends to `0` as
`z` tends to `w` through other values. -/
theorem limit_zero_off_matsubara {w : ℂ} (hw : ∀ n : ℤ, w ≠ matsubara n) :
    Tendsto (fun z : ℂ => (z - w) / (1 + exp z)) (𝓝[≠] w) (𝓝 0) := by
  have hne : 1 + exp w ≠ 0 := by
    intro h
    obtain ⟨n, hn⟩ := (one_add_exp_eq_zero_iff w).mp h
    exact hw n hn
  have h1 : Tendsto (fun z : ℂ => z - w) (𝓝 w) (𝓝 (w - w)) :=
    (by fun_prop : Continuous fun z : ℂ => z - w).tendsto w
  have h2 : Tendsto (fun z : ℂ => 1 + exp z) (𝓝 w) (𝓝 (1 + exp w)) :=
    (by fun_prop : Continuous fun z : ℂ => 1 + exp z).tendsto w
  have h := h1.div h2 hne
  rw [sub_self, zero_div] at h
  exact h.mono_left nhdsWithin_le_nhds
```

### The contour integral

The notation `∮ z in C(matsubara n, R), fermi z` is the integral along $z=z_n+Re^{i\theta}$, $0\le\theta\le 2\pi$, which is counterclockwise for $R>0$ and fixes the sign of $-2\pi i$. The function $g$ of the derivation is `dslope` applied to $D$ and $z_n$: it equals the difference quotient away from $z_n$, recorded in `hslope`, and the derivative at $z_n$. The removable singularity is handled by `Complex.differentiableOn_dslope`, which gives `hds`. The two cases in `hne` are the centre, where $g=-1$, and the remaining points of the closed disc, where $|z-z_n|\le R<2\pi$. Then `hg` makes $1/g$ holomorphic and `key` is Cauchy's formula at the centre. The `calc` block replaces the integrand by $(z-z_n)^{-1}g(z)^{-1}$ on the circle, which avoids $z_n$ because $R>0$, applies `key`, and evaluates $1/g(z_n)=-1$.

For a radius $R\ge 0$ both bounds are needed. At $R=0$ the integral is $0$. At $R=2\pi$ the circle passes through $z_{n\pm1}$, and for $2\pi<R<4\pi$ it encloses three poles, where the residue theorem gives $-6\pi i$; that value is a hand computation with no Lean theorem behind it.

```lean
/-- The integral of the Fermi function over a counterclockwise circle of radius
`0 < R < 2 π` centred at a Matsubara point equals `-2 π i`. -/
theorem circleIntegral_fermi (n : ℤ) {R : ℝ} (hR : 0 < R) (hR2 : R < 2 * π) :
    (∮ z in C(matsubara n, R), fermi z) = -(2 * (π : ℂ) * I) := by
  have hd := hasDerivAt_one_add_exp n
  have hslope : ∀ z : ℂ, z ≠ matsubara n →
      dslope (fun z : ℂ => 1 + exp z) (matsubara n) z = (1 + exp z) / (z - matsubara n) := by
    intro z hz
    rw [dslope_of_ne _ hz]
    simp [slope_def_field, exp_matsubara]
  -- the extended difference quotient is holomorphic and zero-free on the closed disc
  have hF : DifferentiableOn ℂ (fun z : ℂ => 1 + exp z) (Metric.closedBall (matsubara n) R) :=
    (by fun_prop : Differentiable ℂ fun z : ℂ => 1 + exp z).differentiableOn
  have hds := (Complex.differentiableOn_dslope
    (Metric.closedBall_mem_nhds (matsubara n) hR)).mpr hF
  have hne : ∀ z ∈ Metric.closedBall (matsubara n) R,
      dslope (fun z : ℂ => 1 + exp z) (matsubara n) z ≠ 0 := by
    intro z hz
    by_cases h : z = matsubara n
    · rw [h, dslope_same, hd.deriv]
      norm_num
    · rw [hslope z h]
      have hz' : ‖z - matsubara n‖ ≤ R := by simpa [dist_eq_norm] using hz
      exact div_ne_zero (one_add_exp_ne_zero_near n h (lt_of_le_of_lt hz' hR2))
        (sub_ne_zero.mpr h)
  have hg : DifferentiableOn ℂ
      (fun z : ℂ => (dslope (fun z : ℂ => 1 + exp z) (matsubara n) z)⁻¹)
      (Metric.closedBall (matsubara n) R) := hds.inv hne
  -- Cauchy's integral formula for its reciprocal
  have key := hg.circleIntegral_sub_inv_smul (Metric.mem_ball_self hR)
  have e : ((-1 : ℂ))⁻¹ = -1 := by norm_num
  calc (∮ z in C(matsubara n, R), fermi z)
      = (∮ z in C(matsubara n, R), (z - matsubara n)⁻¹ •
          (dslope (fun z : ℂ => 1 + exp z) (matsubara n) z)⁻¹) := by
        refine circleIntegral.integral_congr hR.le fun z hz => ?_
        have hzn : z ≠ matsubara n := by
          intro h
          have h1 := Metric.mem_sphere.mp hz
          rw [h, dist_self] at h1
          linarith
        show fermi z = (z - matsubara n)⁻¹ •
          (dslope (fun z : ℂ => 1 + exp z) (matsubara n) z)⁻¹
        rw [hslope z hzn, inv_div, smul_eq_mul, ← mul_div_assoc,
          inv_mul_cancel₀ (sub_ne_zero.mpr hzn), fermi]
    _ = (2 * (π : ℂ) * I) •
          (dslope (fun z : ℂ => 1 + exp z) (matsubara n) (matsubara n))⁻¹ := key
    _ = -(2 * (π : ℂ) * I) := by
        rw [dslope_same, hd.deriv, e, smul_eq_mul]
        ring
```

### Physical variables

The identity $z-z_n=\beta(\varepsilon-\varepsilon_n)$ needs only $\beta\beta^{-1}=1$. After the definitions are unfolded, `linear_combination` checks that the two sides differ by $z_n(\beta\beta^{-1}-1)$.

```lean
/-- For `β ≠ 0`, the displacement of `β (ε - μ)` from `z_n` is `β` times the displacement
of `ε` from `μ + i ω_n`. -/
theorem scaled_sub_matsubara {β : ℝ} (hβ : β ≠ 0) (μ : ℝ) (n : ℤ) (ε : ℂ) :
    (β : ℂ) * (ε - (μ : ℂ)) - matsubara n = (β : ℂ) * (ε - thermalPole β μ n) := by
  have h : (β : ℂ) * (β : ℂ)⁻¹ = 1 := mul_inv_cancel₀ (Complex.ofReal_ne_zero.mpr hβ)
  unfold matsubara thermalPole matsubaraFreq
  push_cast
  linear_combination (I * (π : ℂ) * (2 * (n : ℂ) + 1)) * h
```

The zeros of $1+e^{\beta(\varepsilon-\mu)}$ are exactly the energies $\mu+i\omega_n$. The dimensionless theorem reduces this to the equivalence of $\beta(\varepsilon-\mu)=z_n$ with $\varepsilon=\varepsilon_n$ for each `n`, and the forward direction cancels the nonzero factor $\beta$. The hypothesis is `β ≠ 0`, so negative $\beta$ is admitted. At $\beta=0$ the denominator equals $2$ for every $\varepsilon$ and has no zero. The zero-temperature limit $\beta\to\infty$ is not treated, since `β` is a fixed real number.

```lean
/-- For `β ≠ 0`, the denominator `1 + exp (β (ε - μ))` vanishes exactly at the complex
energies `μ + i ω_n`. -/
theorem thermal_denominator_eq_zero_iff {β : ℝ} (hβ : β ≠ 0) (μ : ℝ) (ε : ℂ) :
    1 + exp ((β : ℂ) * (ε - (μ : ℂ))) = 0 ↔ ∃ n : ℤ, ε = thermalPole β μ n := by
  have hb : (β : ℂ) ≠ 0 := Complex.ofReal_ne_zero.mpr hβ
  rw [one_add_exp_eq_zero_iff]
  refine exists_congr fun n => ?_
  have hs := scaled_sub_matsubara hβ μ n ε
  constructor
  · intro h
    have h2 : (β : ℂ) * (ε - thermalPole β μ n) = 0 := by linear_combination h - hs
    exact sub_eq_zero.mp ((mul_eq_zero.mp h2).resolve_left hb)
  · intro h
    linear_combination hs + (β : ℂ) * h
```

The last theorem states that $(\varepsilon-\varepsilon_n)f(\varepsilon)\to-1/\beta$ as $\varepsilon\to\varepsilon_n$ through other values. The substitution $z=\beta(\varepsilon-\mu)$ must carry this kind of approach to the corresponding one at $z_n$, and `hmap` proves both requirements: $z\to z_n$ by continuity and `hp`, and $z\neq z_n$ whenever $\varepsilon\neq\varepsilon_n$ by the scaling identity. Composing the dimensionless limit with `hmap` and dividing by $\beta$ gives $-1/\beta$, and the final lines cancel $\beta$ against $\beta^{-1}$ to bring the expression to the stated form. The divergence and the circle integral are stated only for the dimensionless `fermi`, not for `occupation`.

```lean
/-- For `β ≠ 0`, the product of `ε - (μ + i ω_n)` with the occupation tends to `-1 / β`
as `ε` tends to `μ + i ω_n` through other values. -/
theorem thermal_residue {β : ℝ} (hβ : β ≠ 0) (μ : ℝ) (n : ℤ) :
    Tendsto (fun ε : ℂ => (ε - thermalPole β μ n) * occupation β μ ε)
      (𝓝[≠] (thermalPole β μ n)) (𝓝 (-1 / (β : ℂ))) := by
  have hb : (β : ℂ) ≠ 0 := Complex.ofReal_ne_zero.mpr hβ
  have hinv : (β : ℂ) * (β : ℂ)⁻¹ = 1 := mul_inv_cancel₀ hb
  have hp : (β : ℂ) * (thermalPole β μ n - (μ : ℂ)) = matsubara n := by
    linear_combination scaled_sub_matsubara hβ μ n (thermalPole β μ n)
  -- the affine change of variable respects punctured neighbourhoods
  have hmap : Tendsto (fun ε : ℂ => (β : ℂ) * (ε - (μ : ℂ)))
      (𝓝[≠] (thermalPole β μ n)) (𝓝[≠] (matsubara n)) := by
    apply tendsto_nhdsWithin_iff.mpr
    constructor
    · have h1 : Tendsto (fun ε : ℂ => (β : ℂ) * (ε - (μ : ℂ))) (𝓝 (thermalPole β μ n))
          (𝓝 ((β : ℂ) * (thermalPole β μ n - (μ : ℂ)))) :=
        (by fun_prop : Continuous fun ε : ℂ => (β : ℂ) * (ε - (μ : ℂ))).tendsto _
      rw [hp] at h1
      exact h1.mono_left nhdsWithin_le_nhds
    · filter_upwards [self_mem_nhdsWithin] with ε hε
      have hne : ε ≠ thermalPole β μ n := hε
      have h3 : (β : ℂ) * (ε - (μ : ℂ)) ≠ matsubara n := by
        intro h
        have h2 : (β : ℂ) * (ε - thermalPole β μ n) = 0 := by
          linear_combination h - scaled_sub_matsubara hβ μ n ε
        exact hne (sub_eq_zero.mp ((mul_eq_zero.mp h2).resolve_left hb))
      exact h3
  have h := ((residue_at_matsubara n).2.comp hmap).div_const (β : ℂ)
  refine h.congr fun ε => ?_
  show ((β : ℂ) * (ε - (μ : ℂ)) - matsubara n) / (1 + exp ((β : ℂ) * (ε - (μ : ℂ)))) / (β : ℂ)
    = (ε - thermalPole β μ n) * occupation β μ ε
  rw [scaled_sub_matsubara hβ μ n ε]
  unfold occupation fermi
  linear_combination
    ((ε - thermalPole β μ n) * (1 + exp ((β : ℂ) * (ε - (μ : ℂ))))⁻¹) * hinv

end

end FermiMatsubaraPoles
```

```lean
#print axioms FermiMatsubaraPoles.limit_zero_off_matsubara
#print axioms FermiMatsubaraPoles.circleIntegral_fermi
#print axioms FermiMatsubaraPoles.thermal_denominator_eq_zero_iff
#print axioms FermiMatsubaraPoles.thermal_residue
```

```
'FermiMatsubaraPoles.limit_zero_off_matsubara' depends on axioms: [propext, Classical.choice, Quot.sound]
'FermiMatsubaraPoles.circleIntegral_fermi' depends on axioms: [propext, Classical.choice, Quot.sound]
'FermiMatsubaraPoles.thermal_denominator_eq_zero_iff' depends on axioms: [propext, Classical.choice, Quot.sound]
'FermiMatsubaraPoles.thermal_residue' depends on axioms: [propext, Classical.choice, Quot.sound]
```
